# An anticommuting set of n-qubit Pauli labels has at most 2n + 1 members

Suppose a measurement plan for 4 qubits sorts 100 distinct Pauli terms of a Hamiltonian into five sets of twenty, each pairwise anticommuting. The plan cannot be carried out. On 4 qubits such a set has at most nine members, so at least twelve sets are needed. Without a limit on the size of a set, an estimate of the measurement effort can rest on groups that do not exist.

## Why anticommuting terms are grouped

Let P₁, …, Pₘ be pairwise anticommuting Pauli strings and r₁, …, rₘ real coefficients, not all zero. In the square of Σ rⱼPⱼ the cross terms cancel, which leaves

(Σ rⱼPⱼ)² = (Σ rⱼ²) I.

After division by √(Σ rⱼ²), the whole combination is a single observable that squares to the identity, and it can be measured as one. The bound on binary labels limits how many terms of an n-qubit Hamiltonian one such observable can absorb; it says nothing about the cost of the circuit that measures it.

## Anticommutation as a parity

Up to a phase, a Pauli string is XˣZᶻ, where x and z are bit vectors of length n. On each qubit, (x, z) = (1, 0) means X, (0, 1) means Z, (1, 1) means Y and (0, 0) means the identity. Since ZX = −XZ on each qubit, exchanging the strings v = (x, z) and w = (x', z') gives the sign (−1)^form(v, w), with

form(v, w) = x·z' + z·x' (mod 2).

The strings anticommute when the form is 1 and commute when it is 0.

In Lean, `PauliVec n` is the type of pairs (x, z) with entries in `ZMod 2`, and `form` is the expression above. `Anticommuting S` says that the form is 1 on every two distinct members of the finite set S. "Group" in the file means such a set, not a group in the algebraic sense. There are three main results:

- `card_le`: an anticommuting set has at most 2n + 1 members.
- `sum_eq_zero_of_card_eq`: if it has exactly 2n + 1, its labels sum to zero. For the strings, this means that their product is a phase times the identity.
- `jordanWigner_attains`: for every n, a particular set reaches 2n + 1.

Phases and Hamiltonian coefficients do not appear, and nothing is said about how to find a good grouping.

An alternative model takes the operators themselves, as matrices of size 2ⁿ. The sign rule above, which the file takes as the physical reading of `form`, would then become part of the proof. The bound would stay the same: P and −P are different operators with one label, but they commute and so cannot both belong to an anticommuting set.

## A linear relation has equal coefficients

The form is linear in its second argument, and form(v, v) = x·z + z·x = 0 modulo 2. Let S be anticommuting, and suppose its members satisfy a relation with coefficients f(e) in {0, 1}:

Σ(e ∈ S) f(e) e = 0.

Pair it with a member w. The term e = w drops out, and every other form is 1:

0 = Σ(e ∈ S) f(e) form(w, e) = Σ(e ∈ S, e ≠ w) f(e).

Adding f(w) to both sides gives

f(w) = Σ(e ∈ S) f(e).

The right-hand side does not depend on w, so all coefficients are equal.

## Why 2n + 2 labels are too many

Suppose S has at least 2n + 2 members. Remove one, a, and call the rest T. The labels form a space of dimension 2n and T has more than 2n members, so T satisfies a relation with some f(w) ≠ 0. Pair it with a. Since a is not in T, every form is 1, and

0 = Σ(e ∈ T) f(e).

By the previous result, applied to T, each coefficient equals this sum and is therefore 0. This contradicts f(w) ≠ 0.

If S has exactly 2n + 1 members, it still satisfies a nontrivial relation. Its coefficients are all equal and one of them is 1, so all are 1 and the labels sum to zero.

The condition on every pair matters. For n = 1 the labels of I, X, Y and Z number four, one more than the bound allows, although only the pairs containing I have form 0.

## Jordan–Wigner strings reach the limit

For each qubit k, take the string with Z on all qubits before k and X or Y on qubit k. These are 2n strings; add the one with Z everywhere. For n = 1 the set is X, Y, Z.

- If k < l, the strings ending at k and l differ without commuting only on qubit k, so the form is 1.
- If k = l, one string has X and the other Y on that qubit, and again the form is 1.
- The all-Z string clashes with each of the others only on the qubit carrying X or Y.

Two equal labels would have form 0, so the 2n + 1 labels are distinct.

## The bound and the extremal set in Lean

```lean
import Mathlib

open Matrix

namespace PauliAnticommutingGroups

noncomputable section

variable {n : ℕ}

/-- The binary label `(x, z)` of an `n`-qubit Pauli string: `x` marks the qubits carrying
`X` or `Y`, and `z` marks those carrying `Z` or `Y`. -/
abbrev PauliVec (n : ℕ) := (Fin n → ZMod 2) × (Fin n → ZMod 2)

/-- The symplectic form `x·z' + z·x'` of two binary labels. -/
def form (v w : PauliVec n) : ZMod 2 := v.1 ⬝ᵥ w.2 + v.2 ⬝ᵥ w.1

/-- A set of labels is an anticommuting group if the form equals `1` on every pair of
distinct members. -/
def Anticommuting (S : Finset (PauliVec n)) : Prop :=
  ∀ v ∈ S, ∀ w ∈ S, v ≠ w → form v w = 1

/-- The symplectic form of a label with itself vanishes. -/
theorem form_self (v : PauliVec n) : form v v = 0 := by
  unfold form
  rw [dotProduct_comm v.2 v.1]
  exact CharTwo.add_self_eq_zero _

/-- The symplectic form is linear in its second argument. -/
theorem form_sum (S : Finset (PauliVec n)) (f : PauliVec n → ZMod 2) (w : PauliVec n) :
    form w (∑ e ∈ S, f e • e) = ∑ e ∈ S, f e * form w e := by
  induction S using Finset.induction_on with
  | empty => simp [form]
  | insert a s ha ih =>
    rw [Finset.sum_insert ha, Finset.sum_insert ha, ← ih]
    simp only [form, Prod.fst_add, Prod.snd_add, Prod.smul_fst, Prod.smul_snd,
      dotProduct_add, dotProduct_smul, smul_eq_mul]
    ring

/-- In a linear relation among the members of an anticommuting group, each coefficient
equals the sum of all coefficients. -/
theorem relation_coeff {S : Finset (PauliVec n)} (hS : Anticommuting S)
    (f : PauliVec n → ZMod 2) (hf : ∑ e ∈ S, f e • e = 0) {w : PauliVec n} (hw : w ∈ S) :
    f w = ∑ e ∈ S, f e := by
  -- pair the relation with `w`; only the term `e = w` drops out
  have h := form_sum S f w
  have h0 : form w 0 = 0 := by simp [form]
  rw [hf, h0] at h
  have h1 : ∑ e ∈ S.erase w, f e * form w e = ∑ e ∈ S.erase w, f e :=
    Finset.sum_congr rfl fun e he => by
      rw [hS w hw e (Finset.mem_of_mem_erase he) (Finset.ne_of_mem_erase he).symm, mul_one]
  have h2 := Finset.add_sum_erase S (fun e => f e * form w e) hw
  simp only [form_self, mul_zero, zero_add] at h2
  have h3 := Finset.add_sum_erase S f hw
  rw [← h3, ← h1, h2, ← h, add_zero]

/-- The space of binary labels of `n` qubits has dimension `2n`. -/
theorem finrank_pauliVec : Module.finrank (ZMod 2) (PauliVec n) = 2 * n := by
  rw [Module.finrank_prod, Module.finrank_fin_fun]
  omega

/-- An anticommuting group of `n`-qubit Pauli labels has at most `2n + 1` members. -/
theorem card_le {S : Finset (PauliVec n)} (hS : Anticommuting S) : S.card ≤ 2 * n + 1 := by
  by_contra hc
  obtain ⟨a, ha⟩ : S.Nonempty := Finset.card_pos.mp (by omega)
  have hcard := Finset.card_erase_of_mem ha
  -- without `a` there are still more vectors than dimensions
  have hd : Module.finrank (ZMod 2) (PauliVec n) < (S.erase a).card := by
    rw [finrank_pauliVec]
    omega
  obtain ⟨f, hf, w, hw, hfw⟩ := Module.exists_nontrivial_relation_of_finrank_lt_card hd
  have hT : Anticommuting (S.erase a) := fun v hv u hu =>
    hS v (Finset.mem_of_mem_erase hv) u (Finset.mem_of_mem_erase hu)
  -- pairing the relation with `a` makes the sum of the coefficients vanish
  have hsum : ∑ e ∈ S.erase a, f e = 0 := by
    calc ∑ e ∈ S.erase a, f e = ∑ e ∈ S.erase a, f e * form a e :=
          Finset.sum_congr rfl fun e he => by
            rw [hS a ha e (Finset.mem_of_mem_erase he) (Finset.ne_of_mem_erase he).symm,
              mul_one]
      _ = form a 0 := by rw [← form_sum, hf]
      _ = 0 := by simp [form]
  exact hfw ((relation_coeff hT f hf hw).trans hsum)

/-- The labels of an anticommuting group with exactly `2n + 1` members sum to zero. -/
theorem sum_eq_zero_of_card_eq {S : Finset (PauliVec n)} (hS : Anticommuting S)
    (hc : S.card = 2 * n + 1) : ∑ e ∈ S, e = 0 := by
  have hd : Module.finrank (ZMod 2) (PauliVec n) < S.card := by
    rw [finrank_pauliVec]
    omega
  obtain ⟨f, hf, w, hw, hfw⟩ := Module.exists_nontrivial_relation_of_finrank_lt_card hd
  have h1 : f w = 1 := (by decide : ∀ a : ZMod 2, a ≠ 0 → a = 1) _ hfw
  -- all coefficients agree, so all are one
  rw [← hf]
  refine Finset.sum_congr rfl fun e he => ?_
  have h2 : f e = 1 :=
    (relation_coeff hS f hf he).trans ((relation_coeff hS f hf hw).symm.trans h1)
  rw [h2, one_smul]

/-- The Jordan-Wigner labels: `Z` on all qubits before `k` and `X` or `Y` on qubit `k`,
together with the string that has `Z` on every qubit. -/
def jordanWigner : Option (Fin n × Bool) → PauliVec n
  | none => (0, fun _ => 1)
  | some (k, b) => (Pi.single k 1, fun j => if j < k ∨ (b = true ∧ j = k) then 1 else 0)

/-- Any two Jordan-Wigner labels with different indices have symplectic form `1`. -/
theorem form_jordanWigner {i j : Option (Fin n × Bool)} (h : i ≠ j) :
    form (jordanWigner i) (jordanWigner j) = 1 := by
  rcases i with _ | ⟨k, b⟩ <;> rcases j with _ | ⟨l, c⟩
  · exact absurd rfl h
  · simp [form, jordanWigner]
  · simp [form, jordanWigner]
  · have e : form (jordanWigner (some (k, b))) (jordanWigner (some (l, c))) =
        (if k < l ∨ (c = true ∧ k = l) then 1 else 0) +
        (if l < k ∨ (b = true ∧ l = k) then 1 else 0) := by
      simp [form, jordanWigner]
    rw [e]
    -- exactly one of the two overlaps is odd
    rcases lt_trichotomy k l with hk | rfl | hk
    · simp [hk, lt_asymm hk, hk.ne']
    · cases b <;> cases c <;> simp_all
    · simp [hk, lt_asymm hk, hk.ne']

/-- The Jordan-Wigner labels form an anticommuting group with exactly `2n + 1` members. -/
theorem jordanWigner_attains :
    Anticommuting (Finset.univ.image (jordanWigner (n := n))) ∧
      (Finset.univ.image (jordanWigner (n := n))).card = 2 * n + 1 := by
  constructor
  · intro v hv w hw hvw
    obtain ⟨i, -, rfl⟩ := Finset.mem_image.mp hv
    obtain ⟨j, -, rfl⟩ := Finset.mem_image.mp hw
    exact form_jordanWigner fun hij => hvw (congrArg jordanWigner hij)
  · -- equal labels would have form `0`, so different indices give different labels
    have hinj : Function.Injective (jordanWigner (n := n)) := by
      intro i j hij
      by_contra hne
      have h := form_jordanWigner hne
      rw [hij, form_self] at h
      exact zero_ne_one h
    rw [Finset.card_image_of_injective _ hinj, Finset.card_univ, Fintype.card_option,
      Fintype.card_prod, Fintype.card_fin, Fintype.card_bool]
    omega

end

end PauliAnticommutingGroups
```

```lean
#print axioms PauliAnticommutingGroups.card_le
#print axioms PauliAnticommutingGroups.sum_eq_zero_of_card_eq
#print axioms PauliAnticommutingGroups.jordanWigner_attains
```

```
'PauliAnticommutingGroups.card_le' depends on axioms: [propext, Classical.choice, Quot.sound]
'PauliAnticommutingGroups.sum_eq_zero_of_card_eq' depends on axioms: [propext, Classical.choice, Quot.sound]
'PauliAnticommutingGroups.jordanWigner_attains' depends on axioms: [propext, Classical.choice, Quot.sound]
```

## Pairing, counting and case analysis in the code

`form_self` and `form_sum` supply the two properties of the form, the second by induction over the finite set. `relation_coeff` is the pairing argument: `Finset.add_sum_erase` separates the term at w, and `h1` replaces the remaining forms by 1.

In `card_le`, `by_contra` assumes a larger set and `S.erase a` is T. The dimension comes from `finrank_pauliVec`, and Mathlib's `Module.exists_nontrivial_relation_of_finrank_lt_card` yields the relation. The `calc` block pairs it with a, and the last line combines the vanishing sum with `relation_coeff`.

`sum_eq_zero_of_card_eq` uses `decide` to check that a nonzero element of `ZMod 2` is 1, then carries this value to every coefficient.

`form_jordanWigner` treats the all-Z label separately and otherwise splits into k < l, k = l and k > l. In `jordanWigner_attains`, the index type `Option (Fin n × Bool)` has 2n + 1 elements, and `hinj` shows that different indices give different labels.
